# Three-point defect correction on a one-dimensional periodic grid brings the iterate at least three times closer to the five-point Poisson solution with each step

**Q:** You say that the Poisson equation, discretised to fourth-order accuracy, can be solved by inverting only the second-order accurate operator. Where do I see that happen?

**A:** On a ring of two sites. Let \((L_2u)_j=2u_j-u_{j+1}-u_{j-1}\), and let \(L_4\) be the five-point stencil \((1,-16,30,-16,1)/12\). Both approximate \(-d^2/dx^2\), multiplied by the squared grid spacing. Let the current iterate differ from the solution of the \(L_4\) equation by the error \(e=(1,-1)\). Both neighbours of a site are the other site, so \(L_2e=4e\), while \(L_4e=\tfrac{1+16+30+16+1}{12}e=\tfrac{16}{3}e\). The new error \(e'\) satisfies \(L_2e'=L_2e-L_4e=-\tfrac43e\). With zero mean, this gives \(e'=-e/3\).

**Q:** And for \(N\) sites?

**A:** Let \(f\) be the right-hand side of the Poisson equation \(-\phi''=\rho/\varepsilon_0\) at the grid sites, multiplied by the squared grid spacing. To solve \(L_4v=f\), a step takes the iterate \(u\) to the zero-mean \(u'\) with \(L_2u'=L_2u+(f-L_4u)\). Put \(e=u-v\) and \(e'=u'-v\), where \(v\) has zero mean. Inserting \(f=L_4v\) and subtracting \(L_2v\) gives \(L_2e'=L_2e-L_4e\).

The stencil of \(L_2^2\) is \((1,-4,6,-4,1)\), so
\[
L_2+\tfrac1{12}L_2^2=\tfrac1{12}(1,\,-12-4,\,24+6,\,-12-4,\,1)=L_4 .
\]
Hence \(L_2e'=L_2(-L_2e/12)\). Both \(e'\) and \(-L_2e/12\) have zero mean, the latter because shifts leave a sum over the ring unchanged. Their difference \(w\) has zero mean and \(L_2w=0\), so
\[
\sum_j(w_{j+1}-w_j)^2=\sum_jw_j(L_2w)_j=0 .
\]
Thus \(w\) is constant, and its zero mean makes it zero: \(e'=-L_2e/12\).

For the size, Cauchy–Schwarz with weights 2, 1, 1 gives
\[
(2e_j-e_{j+1}-e_{j-1})^2\le 4\,(2e_j^2+e_{j+1}^2+e_{j-1}^2).
\]
Summing over \(j\) gives \(\|L_2e\|^2\le16\|e\|^2\), so \(\|e'\|\le\|e\|/3\), and \(k\) steps give \(3^{-k}\).

**Q:** Does the code describe the same grid and the same algorithm?

**A:** The sites are `ZMod N`, whose addition wraps around the ring, and `NeZero N` means \(N\ge1\). On fewer than five sites some stencil points coincide and their coefficients add, as they did above.

In Lean 4 with Mathlib:

```lean
import Mathlib

open Finset

namespace PeriodicDefectCorrection

noncomputable section

variable {N : ℕ} [NeZero N]
```

A grid function is a map `ZMod N → ℝ`, and the two operators are written out site by site.

```lean
/-- The three-point operator `2 u_j - u_(j+1) - u_(j-1)` on the periodic grid. -/
def lap2 (u : ZMod N → ℝ) : ZMod N → ℝ :=
  fun j => 2 * u j - u (j + 1) - u (j - 1)

/-- The five-point operator with stencil `(1, -16, 30, -16, 1) / 12` on the periodic grid. -/
def lap4 (u : ZMod N → ℝ) : ZMod N → ℝ :=
  fun j => (u (j - 2) - 16 * u (j - 1) + 30 * u j - 16 * u (j + 1) + u (j + 2)) / 12
```

The norm carries no factor of the grid spacing, which would cancel from the error ratio anyway.

```lean
/-- The Euclidean norm of a grid function. -/
def gridNorm (u : ZMod N → ℝ) : ℝ := √(∑ j, u j ^ 2)
```

The algorithm is a relation between successive iterates. Only the new one must have zero mean; the starting guess is free.

```lean
/-- One step of defect correction for `lap4 v = f`: the new iterate `u'` has zero mean and solves
the three-point equation whose source is corrected by the five-point residual of `u`. -/
def IsDefectStep (f u u' : ZMod N → ℝ) : Prop :=
  lap2 u' = lap2 u + (f - lap4 u) ∧ ∑ j, u' j = 0
```

The last definition is the mode that will test the rate.

```lean
/-- The grid function that takes the values `1, -1, 1, -1, ...` at the sites `0, 1, 2, 3, ...`. -/
def alternating : ZMod N → ℝ := fun j => (-1) ^ j.val
```

**Q:** Why insist on zero mean? It looks like a technicality.

**A:** It fixes the arbitrary additive constant of a periodic potential. Without it the bound fails: on two sites take \(e=0\) and \(e'=(1,1)\). Then \(L_2e'=0=L_2e-L_4e\), yet \(\|e'\|=\sqrt2\) while \(\|e\|=0\).

The proof that zero mean is enough starts from the invariance of sums under shifts.

```lean
/-- A sum over the periodic grid is unchanged by a shift to the right neighbour. -/
lemma sum_add_one (g : ZMod N → ℝ) : ∑ j, g (j + 1) = ∑ j, g j :=
  Equiv.sum_comp (Equiv.addRight (1 : ZMod N)) g

/-- A sum over the periodic grid is unchanged by a shift to the left neighbour. -/
lemma sum_sub_one (g : ZMod N → ℝ) : ∑ j, g (j - 1) = ∑ j, g j :=
  Equiv.sum_comp (Equiv.subRight (1 : ZMod N)) g
```

The next theorem is the argument for \(w\). The `calc` block is the summation by parts, in which the terms left over from \(w_j(L_2w)_j\) cancel around the ring. Each square must then vanish, and an induction walks from site 0 to every other site.

```lean
/-- A grid function of zero mean that the three-point operator annihilates is zero. -/
theorem eq_zero_of_lap2_eq_zero {u : ZMod N → ℝ} (hu : lap2 u = 0)
    (hm : ∑ j, u j = 0) : u = 0 := by
  -- summation by parts: the squared differences add up to zero
  have hs : ∑ j, (u (j + 1) - u j) ^ 2 = 0 := by
    have h1 := sum_add_one (fun j => u j ^ 2)
    have h2 := sum_add_one (fun j => u j * u (j - 1))
    simp only [add_sub_cancel_right] at h1 h2
    calc ∑ j, (u (j + 1) - u j) ^ 2
        = ∑ j, ((u (j + 1) ^ 2 - u j ^ 2) - (u (j + 1) * u j - u j * u (j - 1))) := by
          refine Finset.sum_congr rfl fun j _ => ?_
          have hj := congrFun hu j
          simp only [lap2, Pi.zero_apply] at hj
          linear_combination u j * hj
      _ = 0 := by
          simp only [Finset.sum_sub_distrib]
          linarith
  have hstep : ∀ j, u (j + 1) = u j := fun j => by
    have h := (Finset.sum_eq_zero_iff_of_nonneg
      (fun i _ => sq_nonneg (u (i + 1) - u i))).1 hs j (Finset.mem_univ j)
    exact sub_eq_zero.1 ((pow_eq_zero_iff two_ne_zero).1 h)
  -- walking around the ring shows that `u` is constant
  have hconst : ∀ n : ℕ, u (n : ZMod N) = u 0 := by
    intro n
    induction n with
    | zero => simp
    | succ n ih =>
      push_cast
      rw [hstep, ih]
  have hall : ∀ j, u j = u 0 := fun j => by
    have h := hconst j.val
    rwa [ZMod.natCast_zmod_val] at h
  have hsum : ∑ j, u j = ∑ _j : ZMod N, u 0 := Finset.sum_congr rfl fun j _ => hall j
  rw [hsum] at hm
  simp only [Finset.sum_const, Finset.card_univ, ZMod.card, nsmul_eq_mul] at hm
  have h0 := (mul_eq_zero.1 hm).resolve_left (Nat.cast_ne_zero.2 (NeZero.ne N))
  funext j
  rw [hall j, h0, Pi.zero_apply]
```

**Q:** And the factor 4?

**A:** Linearity and scaling come first. In the bound itself, `nlinarith` proves the weighted inequality at each site, and the shift lemmas turn its sum into \(16\sum_ju_j^2\).

```lean
omit [NeZero N] in
/-- The three-point operator respects differences of grid functions. -/
lemma lap2_sub (u v : ZMod N → ℝ) : lap2 (u - v) = lap2 u - lap2 v := by
  funext j
  simp only [lap2, Pi.sub_apply]
  ring

omit [NeZero N] in
/-- The five-point operator respects differences of grid functions. -/
lemma lap4_sub (u v : ZMod N → ℝ) : lap4 (u - v) = lap4 u - lap4 v := by
  funext j
  simp only [lap4, Pi.sub_apply]
  ring

/-- Scaling a grid function by `c` scales its norm by `|c|`. -/
lemma gridNorm_smul (c : ℝ) (u : ZMod N → ℝ) : gridNorm (c • u) = |c| * gridNorm u := by
  simp only [gridNorm, Pi.smul_apply, smul_eq_mul, mul_pow, ← Finset.mul_sum]
  rw [Real.sqrt_mul (sq_nonneg c), Real.sqrt_sq_eq_abs]

/-- The three-point operator enlarges the norm of a grid function by at most a factor of 4. -/
theorem gridNorm_lap2_le (u : ZMod N → ℝ) : gridNorm (lap2 u) ≤ 4 * gridNorm u := by
  have h4 : gridNorm ((4 : ℝ) • u) = 4 * gridNorm u := by
    rw [gridNorm_smul, abs_of_pos (by norm_num)]
  rw [← h4]
  apply Real.sqrt_le_sqrt
  have h1 := sum_add_one (fun j => u j ^ 2)
  have h2 := sum_sub_one (fun j => u j ^ 2)
  -- Cauchy-Schwarz at each site with weights 2, 1, 1
  calc ∑ j, lap2 u j ^ 2
      ≤ ∑ j, (8 * u j ^ 2 + 4 * u (j + 1) ^ 2 + 4 * u (j - 1) ^ 2) := by
        refine Finset.sum_le_sum fun j _ => ?_
        simp only [lap2]
        nlinarith [sq_nonneg (u j + u (j + 1)), sq_nonneg (u j + u (j - 1)),
          sq_nonneg (u (j + 1) - u (j - 1))]
    _ = ∑ j, ((4 : ℝ) • u) j ^ 2 := by
        simp only [Pi.smul_apply, smul_eq_mul, mul_pow, Finset.sum_add_distrib,
          ← Finset.mul_sum]
        linarith
```

**Q:** Now the error formula. Is it only an implication?

**A:** It is an equivalence: \(-L_2e/12\) solves the error equation with zero mean, and nothing else does. The step `hfac` contains the stencil identity, `hmean` the zero mean, and `eq_zero_of_lap2_eq_zero` gives uniqueness.

```lean
/-- The error equation of defect correction has exactly one solution of zero mean,
`e' = -L2 e / 12`. -/
theorem defect_error_iff (e e' : ZMod N → ℝ) :
    (lap2 e' = lap2 e - lap4 e ∧ ∑ j, e' j = 0) ↔ e' = (-(1 / 12) : ℝ) • lap2 e := by
  -- the right-hand side of the error equation is the three-point operator applied to `-L2 e / 12`
  have hfac : lap2 e - lap4 e = lap2 ((-(1 / 12) : ℝ) • lap2 e) := by
    funext j
    have h1 : j + 1 + 1 = j + 2 := by ring
    have h2 : j - 1 - 1 = j - 2 := by ring
    simp only [lap2, lap4, Pi.sub_apply, Pi.smul_apply, smul_eq_mul, h1, h2,
      add_sub_cancel_right, sub_add_cancel]
    ring
  have hmean : ∑ j, ((-(1 / 12) : ℝ) • lap2 e) j = 0 := by
    simp only [Pi.smul_apply, smul_eq_mul, lap2, ← Finset.mul_sum, Finset.sum_sub_distrib]
    rw [sum_add_one e, sum_sub_one e]
    ring
  constructor
  · rintro ⟨h, hm⟩
    apply sub_eq_zero.1
    apply eq_zero_of_lap2_eq_zero
    · rw [lap2_sub, h, hfac, sub_self]
    · simp only [Pi.sub_apply, Finset.sum_sub_distrib]
      rw [hm, hmean, sub_self]
  · rintro rfl
    exact ⟨hfac.symm, hmean⟩
```

**Q:** Show me numbers for an error that is not an eigenmode.

**A:** Take \(N=4\) and \(e=(1,0,0,0)\), whose mean is not zero. Then \(L_2e=(2,-1,0,-1)\) and \(L_4e=(\tfrac52,-\tfrac43,\tfrac16,-\tfrac43)\), so the right-hand side is \((-\tfrac12,\tfrac13,-\tfrac16,\tfrac13)\). The formula gives \(e'=(-\tfrac16,\tfrac1{12},0,\tfrac1{12})\), and applying \(L_2\) to it returns exactly that right-hand side. Its norm is \(\sqrt6/12\approx0.204\), below \(1/3\).

**Q:** The convergence theorem assumes a sequence of steps. What if no such sequence exists?

**A:** The next equivalence settles that: once a zero-mean solution \(v\) is given, every \(u\) has exactly one successor. The existence of \(v\) is assumed, through `hv` and `hm`. It requires the source to sum to zero, which for electrostatics means a neutral cell.

```lean
/-- If `v` is a zero-mean solution of the five-point equation, a defect-correction step is the same
as replacing the error `u - v` by `-L2 (u - v) / 12`. -/
theorem isDefectStep_iff {f v : ZMod N → ℝ} (hv : lap4 v = f) (hm : ∑ j, v j = 0)
    (u u' : ZMod N → ℝ) :
    IsDefectStep f u u' ↔ u' - v = (-(1 / 12) : ℝ) • lap2 (u - v) := by
  rw [← defect_error_iff, lap2_sub u' v, lap2_sub u v, lap4_sub u v, hv]
  simp only [IsDefectStep, Pi.sub_apply, Finset.sum_sub_distrib, hm, sub_zero]
  constructor
  · rintro ⟨h, h0⟩
    exact ⟨by linear_combination h, h0⟩
  · rintro ⟨h, h0⟩
    exact ⟨by linear_combination h, h0⟩
```

Convergence is then an induction on \(k\), which applies the error formula and the factor 4 once per step.

```lean
/-- Defect correction converges to the zero-mean solution `v` of the five-point equation: after `k`
steps the error is at most `(1/3)^k` times the initial error, for every grid size. -/
theorem defect_correction_converges {f v : ZMod N → ℝ} (hv : lap4 v = f)
    (hm : ∑ j, v j = 0) (u : ℕ → ZMod N → ℝ)
    (hu : ∀ k, IsDefectStep f (u k) (u (k + 1))) (k : ℕ) :
    gridNorm (u k - v) ≤ (1 / 3) ^ k * gridNorm (u 0 - v) := by
  induction k with
  | zero => simp
  | succ k ih =>
    rw [(isDefectStep_iff hv hm _ _).1 (hu k), gridNorm_smul, abs_neg,
      abs_of_pos (by norm_num : (0 : ℝ) < 1 / 12), pow_succ]
    linarith [gridNorm_lap2_le (u k - v)]
```

**Q:** So what does this tell someone who runs a real-space electronic-structure code?

**A:** For the one-dimensional periodic Poisson problem, with each three-point equation solved exactly, a second-order solver delivers the fourth-order solution at a rate that does not deteriorate as the grid is refined. A multigrid cycle that solves the three-point equation only approximately is not covered, nor are three dimensions or other boundary conditions.

**Q:** Could the true rate be better than \(1/3\)?

**A:** Not for even \(N\). There the mode \(a=(1,-1,1,-1,\dots)\) changes sign at every step around the ring, including the one that closes it, so \(L_2a=4a\). The proof follows the parity of the site index through the wrap-around.

```lean
/-- On a grid with an even number of sites the alternating mode is an eigenvector of the
three-point operator with eigenvalue 4. -/
theorem lap2_alternating (hN : Even N) :
    lap2 (alternating : ZMod N → ℝ) = (4 : ℝ) • alternating := by
  have hflip : ∀ j : ZMod N, (alternating (j + 1) : ℝ) = -alternating j := by
    intro j
    have hpar : (j + 1).val % 2 = (j.val + 1) % 2 := by
      rw [ZMod.val_add, ZMod.val_one_eq_one_mod, Nat.add_mod_mod,
        Nat.mod_mod_of_dvd _ hN.two_dvd]
    simp only [alternating]
    rw [neg_one_pow_eq_pow_mod_two, hpar, ← neg_one_pow_eq_pow_mod_two, pow_succ]
    ring
  funext j
  have h := hflip (j - 1)
  rw [sub_add_cancel] at h
  simp only [lap2, Pi.smul_apply, smul_eq_mul]
  linarith [hflip j]
```

Each step therefore multiplies this error by \(-1/3\). The last theorem states both that these iterates are genuine defect-correction steps and that their error norm is \(3^{-k}\sqrt N\). Since \(\|a\|=\sqrt N\), the error relative to the initial one is exactly \(3^{-k}\).

```lean
/-- The rate 1/3 is attained for even `N`: the iterates that start from `v` plus the alternating
mode are defect-correction steps, and their error after `k` steps is exactly `(1/3)^k √N`. -/
theorem defect_correction_rate_sharp (hN : Even N) {f v : ZMod N → ℝ} (hv : lap4 v = f)
    (hm : ∑ j, v j = 0) (k : ℕ) :
    IsDefectStep f (v + (-(1 / 3) : ℝ) ^ k • alternating)
        (v + (-(1 / 3) : ℝ) ^ (k + 1) • alternating) ∧
      gridNorm (v + (-(1 / 3) : ℝ) ^ k • alternating - v) = (1 / 3) ^ k * √(N : ℝ) := by
  constructor
  · rw [isDefectStep_iff hv hm, add_sub_cancel_left, add_sub_cancel_left]
    funext j
    have h := congrFun (lap2_alternating hN) j
    simp only [lap2, Pi.smul_apply, smul_eq_mul] at h ⊢
    rw [pow_succ]
    linear_combination (1 / 12) * (-(1 / 3) : ℝ) ^ k * h
  · have hsq : ∀ j : ZMod N, (alternating j : ℝ) ^ 2 = 1 := fun j => by
      simp only [alternating]
      rw [← pow_mul, mul_comm, pow_mul]
      norm_num
    have hnorm : gridNorm (alternating : ZMod N → ℝ) = √(N : ℝ) := by
      simp only [gridNorm, hsq, Finset.sum_const, Finset.card_univ, ZMod.card,
        nsmul_eq_mul, mul_one]
    rw [add_sub_cancel_left, gridNorm_smul, hnorm, abs_pow, abs_neg,
      abs_of_pos (by norm_num : (0 : ℝ) < 1 / 3)]

end

end PeriodicDefectCorrection
```

```lean
#print axioms PeriodicDefectCorrection.defect_correction_converges
-- 'PeriodicDefectCorrection.defect_correction_converges' depends on axioms: [propext, Classical.choice, Quot.sound]
#print axioms PeriodicDefectCorrection.defect_correction_rate_sharp
-- 'PeriodicDefectCorrection.defect_correction_rate_sharp' depends on axioms: [propext, Classical.choice, Quot.sound]
```
